# For finitely many phases, energy errors of at most d change energies above hull by at most 2d

A computed phase diagram gives a compound an energy of 30 meV per atom above the convex hull. Another density functional would have given different formation energies for the compound and for the phases it might decompose into. If no phase energy moves by more than $d$, how far can the distance to the hull move, and when is the verdict on stability safe?

The answer below is for a finite list of phases with fixed compositions and one energy each, without temperature or configurational entropy. Within that model, it turns a bound on the errors in the phase energies into a bound on the error in the energy above hull.

## Phases, mixtures and the hull

Phase $i$ has composition $X_i$, a vector in a real vector space $V$, and energy $E_i$. A mixture at composition $x$ is a set of phase fractions $w_i$ with

$$w_i\ge 0,\qquad \sum_i w_i=1,\qquad \sum_i w_iX_i=x.$$

Its energy is $M_E(w)=\sum_i w_iE_i$. The hull energy $H_E(x)$ is the infimum of $M_E(w)$ over all mixtures at $x$, and the energy of phase $k$ above the hull is $A_E(k)=E_k-H_E(X_k)$. A second assignment $F_i$ on the same phases defines $M_F$, $H_F$ and $A_F$.

In Lean, the finite type `ι` labels the phases, and `X`, `E` and `w` are functions on it.

```lean
import Mathlib

open Finset

namespace HullErrorPropagation

noncomputable section

variable {ι V : Type*} [Fintype ι] [AddCommGroup V] [Module ℝ V]

/-- The mixtures at composition `x`: nonnegative phase fractions that sum to one and
whose average composition is `x`. -/
def mixtures (X : ι → V) (x : V) : Set (ι → ℝ) :=
  {w | (∀ i, 0 ≤ w i) ∧ ∑ i, w i = 1 ∧ ∑ i, w i • X i = x}

/-- The energy of a mixture with phase fractions `w` and phase energies `E`. -/
def mixEnergy (E w : ι → ℝ) : ℝ := ∑ i, w i * E i

/-- The hull energy at `x`: the infimum of the energies of all mixtures at `x`. It is physically
meaningful only if `x` has at least one mixture; otherwise its value is 0 by Lean's convention for
the infimum of the empty set. -/
def hullEnergy (X : ι → V) (E : ι → ℝ) (x : V) : ℝ :=
  sInf (mixEnergy E '' mixtures X x)

/-- The energy above hull of phase `k`: its energy minus the hull energy at its
own composition. -/
def aboveHull (X : ι → V) (E : ι → ℝ) (k : ι) : ℝ :=
  E k - hullEnergy X E (X k)
```

These are `mixtures`, `mixEnergy` for $M$, `hullEnergy` for $H$ and `aboveHull` for $A$. Units are left to the user, but they must match: with energies per atom, $X_i$ holds atomic fractions and $w_i$ is the share of the atoms in phase $i$.

## Phase fractions are nonnegative and sum to one

Physically, no phase is present in a negative amount, and the fractions account for all the material. By hand, both conditions enter when an error bound passes from phases to mixtures. If $E_i\le F_i+d$ for every $i$, multiplying by $w_i\ge 0$ preserves the inequality, and summing gives

$$M_E(w)\le\sum_i w_iF_i+d\sum_i w_i=M_F(w)+d.$$

```lean
/-- If no phase energy in `E` exceeds that in `F` by more than `d`, then the same holds
for the energy of every mixture. -/
theorem mixEnergy_le_add {X : ι → V} {x : V} {E F w : ι → ℝ} {d : ℝ}
    (hw : w ∈ mixtures X x) (h : ∀ i, E i ≤ F i + d) :
    mixEnergy E w ≤ mixEnergy F w + d := by
  -- the phase fractions sum to one, so a uniform shift passes through unchanged
  have hd : ∑ i, w i * d = d := by rw [← Finset.sum_mul, hw.2.1, one_mul]
  unfold mixEnergy
  calc ∑ i, w i * E i ≤ ∑ i, (w i * F i + w i * d) := by
        refine Finset.sum_le_sum fun i _ => ?_
        have := mul_le_mul_of_nonneg_left (h i) (hw.1 i)
        linarith
    _ = ∑ i, w i * F i + d := by rw [Finset.sum_add_distrib, hd]
```

The proof follows the same line: `hw.1` supplies nonnegativity for the termwise comparison, and `hw.2.1` supplies the sum in `hd`.

Without nonnegativity the bound fails. Take two phases at compositions 0 and 1, and allow signed fractions. The only combination at $x=2$ with sum one is $(-1,2)$, and errors $(-d,d)$ change its energy by $3d$.

## The list of phases is finite

A finite list represents the phases that were actually computed. Finiteness ensures that mixture energies are bounded below, so that the infimum is a real number lying below every mixture energy. Let $S=\sum_j|E_j|$. Then $0\le E_i+S$ for every phase, and the previous step, applied to zero energies and $E$, gives $0\le M_E(w)+S$. Every mixture energy is therefore at least $-S$.

```lean
/-- The hull energy at a composition is at most the energy of any mixture there. -/
theorem hullEnergy_le_mixEnergy {X : ι → V} {x : V} {w : ι → ℝ} (E : ι → ℝ)
    (hw : w ∈ mixtures X x) : hullEnergy X E x ≤ mixEnergy E w := by
  refine csInf_le ⟨-∑ j, |E j|, ?_⟩ ⟨w, hw, rfl⟩
  -- mixture energies are bounded below, since there are finitely many phases
  rintro _ ⟨v, hv, rfl⟩
  have h0 : mixEnergy (fun _ => 0) v = 0 := by simp [mixEnergy]
  have h1 : mixEnergy (fun _ => 0) v ≤ mixEnergy E v + ∑ j, |E j| := by
    refine mixEnergy_le_add hv fun i => ?_
    have h2 : |E i| ≤ ∑ j, |E j| :=
      Finset.single_le_sum (f := fun j => |E j|) (fun j _ => abs_nonneg (E j))
        (Finset.mem_univ i)
    linarith [neg_abs_le (E i)]
  linarith
```

The lemma `csInf_le` needs some lower bound of this kind, and the proof obtains it from `mixEnergy_le_add` in the same way.

With infinitely many phases it can fail: phases of energies $-1,-2,-3,\dots$ at one composition leave no finite hull energy.

## The composition can be reached

A composition is reachable if some mixture of the listed phases has it. For any mixture $w$ at such an $x$,

$$H_E(x)\le M_E(w)\le M_F(w)+d.$$

So $H_E(x)-d$ lies below every $F$-energy of a mixture at $x$, and hence below their infimum: $H_E(x)\le H_F(x)+d$.

```lean
/-- If no phase energy in `E` exceeds that in `F` by more than `d`, then the same holds
for the hull energy at each reachable composition. -/
theorem hullEnergy_le_add {X : ι → V} {x : V} {E F : ι → ℝ} {d : ℝ}
    (hx : (mixtures X x).Nonempty) (h : ∀ i, E i ≤ F i + d) :
    hullEnergy X E x ≤ hullEnergy X F x + d := by
  have key : hullEnergy X E x - d ≤ hullEnergy X F x := by
    refine le_csInf (hx.image _) ?_
    rintro _ ⟨w, hw, rfl⟩
    linarith [hullEnergy_le_mixEnergy E hw, mixEnergy_le_add hw h]
  linarith
```

Here reachability is `(mixtures X x).Nonempty`. The proof uses it in `le_csInf`, which passes a common lower bound to the infimum of a nonempty set.

Without it there is no hull energy to compare: phases at 0 and 1 have no mixture at 2. Lean assigns the value 0 to the infimum of the empty set, which has no physical meaning here.

The composition of a listed phase is always reachable, by taking that phase alone with fraction one.

```lean
/-- The composition of each phase is reachable. -/
theorem mixtures_self_nonempty (X : ι → V) (k : ι) : (mixtures X (X k)).Nonempty := by
  classical
  refine ⟨fun i => if i = k then 1 else 0, fun i => ?_, ?_, ?_⟩
  · dsimp only
    split_ifs <;> norm_num
  · simp
  · simp [ite_smul]
```

Energies above hull therefore need no separate reachability condition.

## Every phase error is at most d

The central hypothesis is $|E_i-F_i|\le d$ for every phase, competitors included. The number $d$ stands for a worst-case error, for instance a bound on the disagreement between the formation energies from two functionals over the whole list. Raw total energies can differ by far more from one functional to another.

The absolute value contains two one-sided bounds, $E_i\le F_i+d$ and $F_i\le E_i+d$. The hull step applied to each gives $|H_E(x)-H_F(x)|\le d$ at reachable $x$. For phase $k$,

$$A_E(k)-A_F(k)=(E_k-F_k)-\bigl(H_E(X_k)-H_F(X_k)\bigr),$$

and each bracket is at most $d$ in size, so $|A_E(k)-A_F(k)|\le 2d$.

```lean
/-- If two energy assignments differ by at most `d` on each phase, their hull energies
differ by at most `d` at each reachable composition, and their energies above hull
differ by at most `2 * d` for each phase. -/
theorem hull_error_propagation (X : ι → V) {E F : ι → ℝ} {d : ℝ}
    (h : ∀ i, |E i - F i| ≤ d) :
    (∀ x, (mixtures X x).Nonempty → |hullEnergy X E x - hullEnergy X F x| ≤ d) ∧
      ∀ k, |aboveHull X E k - aboveHull X F k| ≤ 2 * d := by
  have hull : ∀ x, (mixtures X x).Nonempty →
      |hullEnergy X E x - hullEnergy X F x| ≤ d := by
    intro x hx
    have h1 : hullEnergy X E x ≤ hullEnergy X F x + d :=
      hullEnergy_le_add hx fun i => by linarith [(abs_le.mp (h i)).2]
    have h2 : hullEnergy X F x ≤ hullEnergy X E x + d :=
      hullEnergy_le_add hx fun i => by linarith [(abs_le.mp (h i)).1]
    exact abs_le.mpr ⟨by linarith, by linarith⟩
  refine ⟨hull, fun k => ?_⟩
  -- one error `d` comes from the phase itself, the other from the hull below it
  have h1 := abs_le.mp (h k)
  have h2 := abs_le.mp (hull (X k) (mixtures_self_nonempty X k))
  unfold aboveHull
  exact abs_le.mpr ⟨by linarith [h1.1, h2.2], by linarith [h1.2, h2.1]⟩
```

The theorem states both conclusions: the first for every reachable `x`, the second for every phase `k`. In the proof, `abs_le` splits the hypothesis into its two sides, `hullEnergy_le_add` is used once in each direction, and `linarith` carries out the triangle inequality.

A bound on the mean absolute error would not be enough. Take three polymorphs of the same composition, all with energy 0, and let $F$ lower only the first, by $3d$ with $d>0$. The mean absolute error is $d$, yet the hull drops by $3d$ and the other two polymorphs move from 0 to $3d$ above it.

Even with the uniform bound, no constant smaller than two works in general. Put phases 0, 1 and 2 at compositions $0,\tfrac12,1$, and change their energies from $(0,0,0)$ to $(-d,d,-d)$ with $d\ge 0$. At first every mixture has energy 0, and phase 1 lies on the hull. Afterwards the equal mixture of the end phases has energy $-d$, so phase 1 is at least $d-(-d)=2d$ above the hull. The general bound says at most $2d$. If the energies are formation energies, the two end phases should be read as compounds, with the composition measured along the line between them. The reference phases of the elements would not do, since their formation energies are zero with either functional.

```lean
/-- The factor two is sharp: for phases at compositions 0, 1/2 and 1, changing the
energies from 0, 0, 0 to `-d`, `d`, `-d` with `d ≥ 0` is an error of size `d` on each
phase and takes the middle phase from 0 to `2 * d` above the hull. -/
theorem factor_two_sharp {d : ℝ} (hd : 0 ≤ d) :
    (∀ i : Fin 3, |(0 : ℝ) - ![-d, d, -d] i| = d) ∧
      aboveHull (![0, 1 / 2, 1] : Fin 3 → ℝ) (fun _ => 0) 1 = 0 ∧
      aboveHull (![0, 1 / 2, 1] : Fin 3 → ℝ) ![-d, d, -d] 1 = 2 * d := by
  have herr : ∀ i : Fin 3, |(0 : ℝ) - ![-d, d, -d] i| = d := by
    intro i
    fin_cases i <;> simp [abs_of_nonneg hd]
  -- the equal mixture of the two end phases
  have hw : (![1 / 2, 0, 1 / 2] : Fin 3 → ℝ) ∈
      mixtures (![0, 1 / 2, 1] : Fin 3 → ℝ) ((![0, 1 / 2, 1] : Fin 3 → ℝ) 1) := by
    refine ⟨fun i => by fin_cases i <;> simp, ?_, ?_⟩
    · rw [Fin.sum_univ_three]
      change (1 / 2 : ℝ) + 0 + 1 / 2 = 1
      norm_num
    · rw [Fin.sum_univ_three]
      change (1 / 2 : ℝ) * 0 + 0 * (1 / 2) + 1 / 2 * 1 = 1 / 2
      norm_num
  have hzero : ∀ w : Fin 3 → ℝ, mixEnergy (fun _ => 0) w = 0 := by
    intro w
    simp [mixEnergy]
  have hE : aboveHull (![0, 1 / 2, 1] : Fin 3 → ℝ) (fun _ => 0) 1 = 0 := by
    have h1 := hullEnergy_le_mixEnergy (fun _ => 0) hw
    rw [hzero] at h1
    have h2 : 0 ≤ hullEnergy (![0, 1 / 2, 1] : Fin 3 → ℝ) (fun _ => 0)
        ((![0, 1 / 2, 1] : Fin 3 → ℝ) 1) := by
      refine le_csInf (Set.Nonempty.image _ ⟨_, hw⟩) ?_
      rintro _ ⟨w, _, rfl⟩
      exact (hzero w).ge
    unfold aboveHull
    linarith
  refine ⟨herr, hE, le_antisymm ?_ ?_⟩
  · -- the general bound gives one direction
    have h := (hull_error_propagation (![0, 1 / 2, 1] : Fin 3 → ℝ)
      (E := fun _ => 0) (F := ![-d, d, -d]) fun i => (herr i).le).2 1
    rw [hE] at h
    linarith [(abs_le.mp h).1]
  · -- the mixture of the end phases gives the other
    have h := hullEnergy_le_mixEnergy ![-d, d, -d] hw
    have hm : mixEnergy ![-d, d, -d] ![1 / 2, 0, 1 / 2] = -d := by
      rw [mixEnergy, Fin.sum_univ_three]
      change (1 / 2 : ℝ) * (-d) + 0 * d + 1 / 2 * (-d) = -d
      ring
    rw [hm] at h
    change 2 * d ≤ d - hullEnergy _ _ _
    linarith
```

In the code, `hw` checks that $(\tfrac12,0,\tfrac12)$ is a mixture at composition $\tfrac12$, and `le_antisymm` joins the two inequalities. The condition `hd`, $d\ge 0$, is needed because $d$ is the size of an error.

## The margin is larger than 2d

A verdict on stability carries over when the margin exceeds the possible change. If $A_E(k)>2d$, then $A_F(k)\ge A_E(k)-2d>0$: a phase far enough above one hull is above the other.

```lean
/-- If two energy assignments differ by at most `d` on each phase, a phase more than
`2 * d` above the hull in one of them is above the hull in the other. -/
theorem above_hull_of_gap (X : ι → V) {E F : ι → ℝ} {d : ℝ} {k : ι}
    (h : ∀ i, |E i - F i| ≤ d) (hk : 2 * d < aboveHull X E k) :
    0 < aboveHull X F k := by
  linarith [(abs_le.mp ((hull_error_propagation X h).2 k)).2]
```

For a stable phase, $A_E(k)$ gives no margin, because the phase itself belongs to the hull. The useful comparison is with the hull of the other phases. Write $H'_E$ and $H'_F$ for the hull energies at $X_k$ with phase $k$ removed, and suppose $E_k+2d<H'_E$. Then

$$F_k\le E_k+d<H'_E-d\le H'_F,$$

so phase $k$ also lies below its competitors' hull under $F$.

```lean
/-- Let two energy assignments differ by at most `d` on each phase, and let the other
phases reach the composition of phase `k`. If phase `k` lies more than `2 * d` below the
hull of the other phases in one assignment, it lies below that hull in the other. -/
theorem below_competing_hull_of_margin [DecidableEq ι] (X : ι → V) {E F : ι → ℝ}
    {d : ℝ} {k : ι} (h : ∀ i, |E i - F i| ≤ d)
    (hx : (mixtures (fun i : {i // i ≠ k} => X i) (X k)).Nonempty)
    (hk : E k + 2 * d <
      hullEnergy (fun i : {i // i ≠ k} => X i) (fun i => E i) (X k)) :
    F k < hullEnergy (fun i : {i // i ≠ k} => X i) (fun i => F i) (X k) := by
  have h1 : hullEnergy (fun i : {i // i ≠ k} => X i) (fun i => E i) (X k) ≤
      hullEnergy (fun i : {i // i ≠ k} => X i) (fun i => F i) (X k) + d :=
    hullEnergy_le_add hx fun i => by linarith [(abs_le.mp (h i)).2]
  linarith [(abs_le.mp (h k)).1]

end

end HullErrorPropagation
```

The subtype `{i // i ≠ k}` is the list without phase `k`. The hypothesis `hx` says that the remaining phases can reach $X_k$. It excludes, for example, the only listed phase of a pure element, which has no competing mixture. The proof applies `hullEnergy_le_add` to the shortened list and combines it with the error bound for phase `k`.

Both margins must be strict. In the three-phase example, energies $(-d,d,-d)$ put phase 1 exactly $2d$ above the hull, and errors of size $d$ bring it down to the hull. With the signs reversed, it starts exactly $2d$ below the line between its competitors, and the same size of error puts it on that line.

```lean
#print axioms HullErrorPropagation.factor_two_sharp
-- 'HullErrorPropagation.factor_two_sharp' depends on axioms: [propext, Classical.choice, Quot.sound]
#print axioms HullErrorPropagation.above_hull_of_gap
-- 'HullErrorPropagation.above_hull_of_gap' depends on axioms: [propext, Classical.choice, Quot.sound]
#print axioms HullErrorPropagation.below_competing_hull_of_margin
-- 'HullErrorPropagation.below_competing_hull_of_margin' depends on axioms: [propext, Classical.choice, Quot.sound]
```
